# Scaling dimension of the tunnelling operator with charges 1 and −√3, and the boosts that bring it below 3/2

The theorem concerns a tunnelling operator with charges 1 and −√3 on two counterpropagating modes, which a real boost x mixes hyperbolically; its scaling dimension is defined as half the sum of its squared charges on the boosted modes. It states that this dimension is 2 at zero boost, that its least value over all boosts is 1, and that it is below 3/2 exactly when |2x − log(2 + √3)| < log((3 + √5)/2). The value 3/2 is the threshold for disorder, which enters as a given number and is not derived from a model of disorder. The proof uses the earlier result that the dimension equals cosh(2x − log(2 + √3)), and for the last part it shows that 3/2 is the hyperbolic cosine of log((3 + √5)/2). That step needs the inverse of (3 + √5)/2, which the attempt computes in `hinv`.

As first written in Lean, the proof fails:

```lean
import Mathlib

open Real

namespace TwoThirdsRelevance

noncomputable section

/-- Charge of the tunnelling operator `(a, b)` on the first boosted mode. -/
def chargeR (a b x : ℝ) : ℝ := a * cosh x + b * sinh x

/-- Charge of the tunnelling operator `(a, b)` on the second, counterpropagating boosted mode. -/
def chargeL (a b x : ℝ) : ℝ := a * sinh x + b * cosh x

/-- Scaling dimension of the tunnelling operator: half the sum of its squared charges on the
boosted modes. -/
def tunnelDim (a b x : ℝ) : ℝ := (chargeR a b x ^ 2 + chargeL a b x ^ 2) / 2

/-- The boost `log (|a - b| / |a + b|) / 2`, meant for `|a| ≠ |b|`. -/
def optimalBoost (a b : ℝ) : ℝ := log (|a - b| / |a + b|) / 2

/-- The scaling dimension as a function of the boost. -/
theorem tunnelDim_eq (a b x : ℝ) :
    tunnelDim a b x = ((a ^ 2 + b ^ 2) * cosh (2 * x) + 2 * a * b * sinh (2 * x)) / 2 := by
  rw [Real.sinh_two_mul, Real.cosh_two_mul]
  unfold tunnelDim chargeR chargeL
  ring

/-- For `|a| ≠ |b|` the scaling dimension is a hyperbolic cosine centred at the optimal
boost, with prefactor `|a² - b²| / 2`. -/
theorem tunnelDim_eq_cosh {a b : ℝ} (hab : |a| ≠ |b|) (x : ℝ) :
    tunnelDim a b x = |a ^ 2 - b ^ 2| / 2 * cosh (2 * (x - optimalBoost a b)) := by
  have hp : 0 < |a + b| := abs_pos.2 fun h => hab (by
    rw [show a = -b by linarith, abs_neg])
  have hq : 0 < |a - b| := abs_pos.2 fun h => hab (by
    rw [show a = b by linarith])
  have hp2 : |a + b| ^ 2 = (a + b) ^ 2 := sq_abs _
  have hq2 : |a - b| ^ 2 = (a - b) ^ 2 := sq_abs _
  have hpq : |a ^ 2 - b ^ 2| = |a + b| * |a - b| := by
    rw [← abs_mul]
    congr 1
    ring
  have hexp : exp (2 * optimalBoost a b) = |a - b| / |a + b| := by
    unfold optimalBoost
    rw [mul_div_cancel₀ _ (two_ne_zero), Real.exp_log (div_pos hq hp)]
  rw [tunnelDim_eq, hpq, Real.cosh_eq (2 * x), Real.sinh_eq (2 * x),
    Real.cosh_eq (2 * (x - optimalBoost a b)),
    show -(2 * (x - optimalBoost a b)) = -(2 * x) + 2 * optimalBoost a b by ring,
    mul_sub, Real.exp_sub, Real.exp_add, hexp]
  generalize |a + b| = p at *
  generalize |a - b| = q at *
  -- the two exponentials carry the weights `(a + b)²` and `(a - b)²`
  have h1 : p * q * (exp (2 * x) / (q / p)) = p ^ 2 * exp (2 * x) := by
    field_simp
  have h2 : p * q * (exp (-(2 * x)) * (q / p)) = q ^ 2 * exp (-(2 * x)) := by
    field_simp
  rw [hp2] at h1
  rw [hq2] at h2
  linear_combination -(1 / 4) * h1 - (1 / 4) * h2

/-- For the charges `1` and `-√3` the scaling dimension is `cosh (2x - log (2 + √3))`. -/
theorem twoThirds_dim (x : ℝ) :
    tunnelDim 1 (-√3) x = cosh (2 * x - log (2 + √3)) := by
  have h3 : √3 ^ 2 = 3 := Real.sq_sqrt (by norm_num)
  have hs : 1 < √3 := by nlinarith [Real.sqrt_nonneg 3]
  have hab : |(1 : ℝ)| ≠ |-√3| := by
    rw [abs_one, abs_neg, abs_of_pos (by linarith)]
    exact hs.ne
  have hratio : |1 - -√3| / |1 + -√3| = 2 + √3 := by
    rw [abs_of_pos (by linarith), abs_of_neg (by linarith), div_eq_iff (by linarith)]
    linear_combination -h3
  have hK : |(1 : ℝ) ^ 2 - (-√3) ^ 2| = 2 := by
    rw [neg_sq, h3]
    norm_num
  rw [tunnelDim_eq_cosh hab, hK, optimalBoost, hratio, div_self two_ne_zero, one_mul]
  congr 1
  ring

/-- For the charges `1` and `-√3` the scaling dimension is `2` at zero boost and `1` at best,
and it lies below the disorder threshold `3/2` exactly in a window of boosts around the best one. -/
theorem twoThirds_relevance :
    tunnelDim 1 (-√3) 0 = 2 ∧ IsLeast (Set.range (tunnelDim 1 (-√3))) 1 ∧
      ∀ x, tunnelDim 1 (-√3) x < 3 / 2 ↔
        |2 * x - log (2 + √3)| < log ((3 + √5) / 2) := by
  have h3 : √3 ^ 2 = 3 := Real.sq_sqrt (by norm_num)
  have h5 : √5 ^ 2 = 5 := Real.sq_sqrt (by norm_num)
  have h5p := Real.sqrt_nonneg 5
  refine ⟨?_, ⟨⟨log (2 + √3) / 2, ?_⟩, ?_⟩, fun x => ?_⟩
  · rw [tunnelDim_eq, mul_zero, Real.cosh_zero, Real.sinh_zero]
    linear_combination h3 / 2
  · rw [twoThirds_dim, mul_div_cancel₀ _ (two_ne_zero), sub_self, Real.cosh_zero]
  · rintro _ ⟨x, rfl⟩
    rw [twoThirds_dim]
    exact Real.one_le_cosh _
  · -- the threshold is the hyperbolic cosine of the half-width
    have hpos : 0 < (3 + √5) / 2 := by linarith
    have hinv : ((3 + √5) / 2)⁻¹ = (3 - √5) / 2 :=
      inv_eq_of_eq_inv (eq_inv_of_mul_eq_one_left (by linear_combination -h5 / 4))
    have hc : cosh (log ((3 + √5) / 2)) = 3 / 2 := by
      rw [Real.cosh_eq, Real.exp_neg, Real.exp_log hpos, hinv]
      ring
    have hlog : 0 ≤ log ((3 + √5) / 2) := Real.log_nonneg (by linarith)
    rw [twoThirds_dim, ← hc, Real.cosh_lt_cosh, abs_of_nonneg hlog]

end

end TwoThirdsRelevance
```

Compiling this gives:

```
Main.lean:98:6: error(lean.unknownIdentifier): Unknown identifier `inv_eq_of_eq_inv`
```

Diagnosis. The message says that Lean knows no declaration called `inv_eq_of_eq_inv` here. The name stands at the head of the term that should prove `hinv`, the claim that the inverse of (3 + √5)/2 is (3 − √5)/2, so that term cannot be elaborated. The claim itself is true, since the product of the two numbers is (9 − 5)/4 = 1.

The attempt meant to go in two steps: `eq_inv_of_mul_eq_one_left` turns a product equal to 1 into an equation of the form a = b⁻¹, and the missing lemma was then to move the inverse to the other side. The repair uses `inv_eq_of_mul_eq_one_right`, which goes from a * b = 1 straight to a⁻¹ = b, the form `hinv` has. The product still has to be shown equal to 1, and the old argument `linear_combination -h5 / 4`, which uses √5 ^ 2 = 5, does this unchanged.

As a diff, the version that Lean accepts:

```diff
@@ -96,5 +96,5 @@
     have hpos : 0 < (3 + √5) / 2 := by linarith
     have hinv : ((3 + √5) / 2)⁻¹ = (3 - √5) / 2 :=
-      inv_eq_of_eq_inv (eq_inv_of_mul_eq_one_left (by linear_combination -h5 / 4))
+      inv_eq_of_mul_eq_one_right (by linear_combination -h5 / 4)
     have hc : cosh (log ((3 + √5) / 2)) = 3 / 2 := by
       rw [Real.cosh_eq, Real.exp_neg, Real.exp_log hpos, hinv]
```
